# For |u| < 1 the Breit-Rabi gap √(1 + 2ux + x²) is stationary only at its minimum, x = −u

An atom or a donor spin used as a frequency reference sits in a magnetic field that is never quite steady. The hyperfine transition frequency generally follows the field, so field noise becomes frequency noise. Is there a field at which the frequency has no first-order response?

Take an electron spin 1/2 coupled to one nuclear spin I, with hyperfine constant A and electron Zeeman energy b:

H = A I·S + b S_z.

The total projection m (often written m_F) is conserved. The transition considered here joins the two levels with the same m.

## Isotropic coupling, and a field acting on the electron only

These two assumptions are built into the Hamiltonian. Isotropy conserves m, so for |m| < I + 1/2 only two product states mix: electron up with nuclear projection m − 1/2, and electron down with m + 1/2. Their diagonal energies are

A(m − 1/2)/2 + b/2 and −A(m + 1/2)/2 − b/2.

The flip-flop term (A/2)(I₊S₋ + I₋S₊) couples them with strength

(A/2)√(I(I+1) − (m − 1/2)(m + 1/2)) = (A/2)√((I + 1/2)² − m²).

```lean
import Mathlib

open Matrix

namespace BreitRabiClock

noncomputable section

/-- The block of the Hamiltonian `A I·S + b S_z` (electron spin 1/2, nuclear spin `I`) at total
projection `m`, for `|m| < I + 1/2`, in the basis of electron spin up and electron spin down. -/
def hyperfineBlock (A I m b : ℝ) : Matrix (Fin 2) (Fin 2) ℝ :=
  !![A / 2 * (m - 1 / 2) + b / 2, A / 2 * √((I + 1 / 2) ^ 2 - m ^ 2);
     A / 2 * √((I + 1 / 2) ^ 2 - m ^ 2), -(A / 2 * (m + 1 / 2)) - b / 2]
```

`hyperfineBlock A I m b` is this matrix, with electron spin up first. Lean takes it as a definition; the reduction from the spin operators to the block is the calculation just given. An anisotropic coupling would in general mix different m and destroy the block. A nuclear Zeeman term c I_z, which the usual Breit-Rabi formula includes, would do less harm: since I_z = m − S_z within the block, it replaces b by b − c and shifts both levels by cm.

For A ≠ 0, measure the field and the projection in reduced units:

x = b/(A(I + 1/2)), u = m/(I + 1/2).

The letter u is a local abbreviation; textbooks usually write out the ratio.

```lean
/-- The reduced Breit-Rabi gap at reduced field `x`, for a parameter `|u| ≤ 1`. -/
def gap (u x : ℝ) : ℝ := √(1 + 2 * u * x + x ^ 2)
```

Below, f(x) stands for `gap u x`. It is dimensionless, and the energy separation will be |A|(I + 1/2) f(x).

## |u| < 1 keeps the two levels apart

Physically, |u| < 1 says that the two product states really are coupled. Completing the square shows what this does:

1 + 2ux + x² = (x + u)² + (1 − u²) > 0.

```lean
/-- The radicand of the Breit-Rabi gap is positive at every field when `|u| < 1`. -/
theorem radicand_pos {u : ℝ} (hu : |u| < 1) (x : ℝ) : 0 < 1 + 2 * u * x + x ^ 2 := by
  have h := abs_lt.1 hu
  have h1 : 0 < (1 + u) * (1 - u) := mul_pos (by linarith [h.1]) (by linarith [h.2])
  -- complete the square
  nlinarith [sq_nonneg (x + u)]
```

The proof obtains 1 − u² > 0 as the product (1 + u)(1 − u) of positive factors, and `nlinarith` adds the square (x + u)². Every later statement about the gap for |u| < 1 relies on this lemma.

## |m| < I + 1/2 supplies two states to mix

Write J = I + 1/2. The diagonal entries are −A/4 ± (Am + b)/2, so the secular equation is

(E + A/4)² = (Am + b)²/4 + A²(J² − m²)/4.

The m² terms cancel. Inserting b = AJx and m = uJ gives

(E + A/4)² = A²J²(1 + 2ux + x²)/4,

E = −A/4 ± (AJ/2) f(x).

```lean
/-- Breit-Rabi formula: for nuclear spin `I ≥ 0` and `|m| < I + 1/2`, the energies of the
hyperfine block at Zeeman energy `b = A (I + 1/2) x` are `-A/4 ± A (I + 1/2) / 2` times the
reduced gap with `u = m / (I + 1/2)`. -/
theorem breit_rabi_levels (A I m x E : ℝ) (hI : 0 ≤ I) (hm : |m| < I + 1 / 2) :
    (hyperfineBlock A I m (A * (I + 1 / 2) * x) - E • (1 : Matrix (Fin 2) (Fin 2) ℝ)).det = 0 ↔
      E = -A / 4 + A * (I + 1 / 2) / 2 * gap (m / (I + 1 / 2)) x ∨
      E = -A / 4 - A * (I + 1 / 2) / 2 * gap (m / (I + 1 / 2)) x := by
  have hJ : 0 < I + 1 / 2 := by linarith
  have hm2 : m ^ 2 ≤ (I + 1 / 2) ^ 2 := sq_le_sq' (abs_lt.1 hm).1.le (abs_lt.1 hm).2.le
  have hs : √((I + 1 / 2) ^ 2 - m ^ 2) ^ 2 = (I + 1 / 2) ^ 2 - m ^ 2 :=
    Real.sq_sqrt (by linarith)
  have hu : |m / (I + 1 / 2)| < 1 := by
    rw [abs_div, abs_of_pos hJ, div_lt_one hJ]
    exact hm
  have hum : m / (I + 1 / 2) * (I + 1 / 2) = m := div_mul_cancel₀ m hJ.ne'
  have hg : gap (m / (I + 1 / 2)) x ^ 2 = 1 + 2 * (m / (I + 1 / 2)) * x + x ^ 2 :=
    Real.sq_sqrt (radicand_pos hu x).le
  have hgJ : ((I + 1 / 2) * gap (m / (I + 1 / 2)) x) ^ 2 =
      (I + 1 / 2) ^ 2 + 2 * m * (I + 1 / 2) * x + (I + 1 / 2) ^ 2 * x ^ 2 := by
    linear_combination (I + 1 / 2) ^ 2 * hg + 2 * (I + 1 / 2) * x * hum
  have hmat : hyperfineBlock A I m (A * (I + 1 / 2) * x) - E • (1 : Matrix (Fin 2) (Fin 2) ℝ) =
      !![A / 2 * (m - 1 / 2) + A * (I + 1 / 2) * x / 2 - E,
         A / 2 * √((I + 1 / 2) ^ 2 - m ^ 2);
         A / 2 * √((I + 1 / 2) ^ 2 - m ^ 2),
         -(A / 2 * (m + 1 / 2)) - A * (I + 1 / 2) * x / 2 - E] := by
    ext i j
    fin_cases i <;> fin_cases j <;> simp [hyperfineBlock]
  -- the secular determinant factorises into the two levels
  have hdet : (hyperfineBlock A I m (A * (I + 1 / 2) * x)
      - E • (1 : Matrix (Fin 2) (Fin 2) ℝ)).det =
      (E - (-A / 4 + A * (I + 1 / 2) / 2 * gap (m / (I + 1 / 2)) x)) *
      (E - (-A / 4 - A * (I + 1 / 2) / 2 * gap (m / (I + 1 / 2)) x)) := by
    rw [hmat, Matrix.det_fin_two_of]
    linear_combination (-(A ^ 2 / 4)) * hs + A ^ 2 / 4 * hgJ
  rw [hdet, mul_eq_zero, sub_eq_zero, sub_eq_zero]
```

The theorem says that E makes the determinant of the block minus E times the identity vanish exactly when E is one of these two energies. In the proof, `hs` squares the coupling, `hgJ` squares J f(x), and `hdet` factorises the determinant into the two roots.

The hypothesis `hm` is used twice: it makes J² − m² nonnegative under the root, and it gives |u| < 1. At |m| = J the factorisation would still hold algebraically, but the physics changes: a stretched state has no partner, and one of the two roots belongs to a product state that does not exist. For |m| > J there is no state at all.

The hypothesis `hI`, I ≥ 0, is the physical range of a spin quantum number. The proof needs only I + 1/2 > 0, which already follows from `hm`, so the theorem would also hold without `hI`. Lean lets I and m be real numbers; their half-integer values come from the physics. The sign of A is free, and for A < 0 the two formulas exchange the roles of upper and lower level. At A = 0 the scaling forces b = 0, and the formula no longer describes a free electron in a field.

The smallest nucleus with a two-state block is I = 1/2, at m = 0. Then u = 0, b = Ax and

E = −A/4 ± (A/2)√(1 + x²).

At zero field these are A/4 and −3A/4, the triplet and singlet energies. The clock point, meaning the field at which the separation is stationary, is b = 0.

## |u| < 1 makes the gap smooth, with a single stationary point

The square root can be differentiated wherever its argument is nonzero, which is now everywhere:

f′(x) = (2u + 2x)/(2f(x)) = (x + u)/f(x).

```lean
/-- For `|u| < 1` the slope of the gap with respect to the reduced field is
`(x + u)` divided by the gap. -/
theorem hasDerivAt_gap {u : ℝ} (hu : |u| < 1) (x : ℝ) :
    HasDerivAt (gap u) ((x + u) / gap u x) x := by
  have h1 : HasDerivAt (fun y : ℝ => 1 + 2 * u * y + y ^ 2) (2 * u + 2 * x) x := by
    have h := (((hasDerivAt_id' x).const_mul (2 * u)).const_add 1).fun_add
      ((hasDerivAt_id' x).fun_pow 2)
    exact h.congr_deriv (by norm_num)
  refine (h1.sqrt (radicand_pos hu x).ne').congr_deriv ?_
  change (2 * u + 2 * x) / (2 * √(1 + 2 * u * x + x ^ 2)) = (x + u) / √(1 + 2 * u * x + x ^ 2)
  rw [show 2 * u + 2 * x = 2 * (x + u) by ring, mul_div_mul_left _ _ two_ne_zero]
```

Here `h1` differentiates the polynomial, `h1.sqrt` applies the chain rule using the positive radicand, and the last line cancels the factor 2.

Since f(x) > 0, the slope vanishes exactly when x = −u. There f(−u) = √(1 − u²). At any other field (x + u)² > 0, so the radicand exceeds 1 − u² and f is strictly larger.

```lean
/-- Clock transition: for `|u| < 1` the Breit-Rabi gap is positive and differentiable at all
fields, its slope vanishes only at `x = -u`, and there it has its strict global minimum
`√(1 - u²)`. -/
theorem clock_transition {u : ℝ} (hu : |u| < 1) :
    (∀ x, 0 < gap u x) ∧ Differentiable ℝ (gap u) ∧
      (∀ x, deriv (gap u) x = 0 ↔ x = -u) ∧
      gap u (-u) = √(1 - u ^ 2) ∧ ∀ x, x ≠ -u → √(1 - u ^ 2) < gap u x := by
  have hpos : ∀ x, 0 < gap u x := fun x => Real.sqrt_pos.2 (radicand_pos hu x)
  refine ⟨hpos, fun x => (hasDerivAt_gap hu x).differentiableAt, fun x => ?_, ?_, fun x hx => ?_⟩
  · rw [(hasDerivAt_gap hu x).deriv, div_eq_zero_iff]
    constructor
    · rintro (h | h)
      · linarith
      · exact absurd h (hpos x).ne'
    · intro h
      left
      linarith
  · unfold gap
    congr 1
    ring
  · -- away from the clock field the completed square is strictly positive
    have hne : x + u ≠ 0 := fun h => hx (by linarith)
    have hsq : 0 < (x + u) ^ 2 := (sq_nonneg (x + u)).lt_of_ne' (pow_ne_zero 2 hne)
    have h0 := radicand_pos hu (-u)
    exact Real.sqrt_lt_sqrt (by nlinarith) (by nlinarith)
```

The statement collects positivity, differentiability on all of ℝ, the unique zero of the slope, the value at that zero and the strictness of the global minimum. Lean's `deriv` returns 0 where no derivative exists, so it matters that differentiability is stated alongside the slope condition. The proof treats the parts in the same order: `div_eq_zero_iff` reduces a zero slope to a zero numerator, `ring` evaluates the radicand at −u, and `Real.sqrt_lt_sqrt` carries the strict inequality through the root.

In the original units the clock field is b = −Am. The diagonal energies of the block coincide there, so the clock point is the centre of the avoided crossing, and the separation is |A|√((I + 1/2)² − m²).

The remaining sensitivity is of second order. Put f₀ = √(1 − u²). From f² − f₀² = (x + u)² and f ≥ f₀ > 0,

f − f₀ = (x + u)²/(f + f₀) ≤ (x + u)²/(2f₀).

```lean
/-- For `|u| < 1`, a field offset `x + u` from the clock point raises the gap by at most
`(x + u)² / (2 √(1 - u²))`. -/
theorem clock_shift_le {u : ℝ} (hu : |u| < 1) (x : ℝ) :
    gap u x - √(1 - u ^ 2) ≤ (x + u) ^ 2 / (2 * √(1 - u ^ 2)) := by
  have h0 : 0 < 1 - u ^ 2 := by
    have h := radicand_pos hu (-u)
    nlinarith
  have hs : 0 < √(1 - u ^ 2) := Real.sqrt_pos.2 h0
  have hs2 : √(1 - u ^ 2) ^ 2 = 1 - u ^ 2 := Real.sq_sqrt h0.le
  have hg2 : gap u x ^ 2 = 1 + 2 * u * x + x ^ 2 := Real.sq_sqrt (radicand_pos hu x).le
  rw [le_div_iff₀ (by positivity)]
  nlinarith [sq_nonneg (gap u x - √(1 - u ^ 2))]
```

The Lean proof multiplies out the denominator and uses (f − f₀)² ≥ 0, which gives 2f₀(f − f₀) ≤ f² − f₀² directly. The hypothesis |u| < 1 keeps f₀ away from zero.

In a calculation for I = 3/2, m = −1 and A > 0, one has I + 1/2 = 2 and u = −1/2. The clock field is x = 1/2, or b = A, and the separation there is √3 A, compared with 2A at zero field. A field error δb changes x by δb/(2A), so the separation rises by at most

2A · (δb/(2A))²/√3 = δb²/(2√3 A).

For δb = 0.01A this is about 2.9 × 10⁻⁵ A. At zero field, where the separation has slope −1/2 in b, the same error shifts it by about 5 × 10⁻³ A.

Such an estimate can guide the choice of operating field for an equal-m transition of a single electron spin coupled isotropically to one nucleus, when the nuclear Zeeman term is negligible. Other requirements can move the operating point: for m = 0 the clock field is zero, but atomic clocks normally keep a small bias field to separate the levels of different m. Transitions between different m have other gap functions and need their own analysis.

## At u = 1 the minimum becomes a kink

With u = 1 the radicand is a perfect square:

f(x) = √((x + 1)²) = |x + 1|.

The gap closes at x = −1, with slope −1 on one side and +1 on the other. Weakening the hypothesis to |u| ≤ 1 would therefore lose both positivity and differentiability.

```lean
/-- At `u = 1` the gap is `|x + 1|`, and it is not differentiable at `x = -1`. -/
theorem gap_one_kink :
    (∀ x, gap 1 x = |x + 1|) ∧ ¬ DifferentiableAt ℝ (gap 1) (-1) := by
  have h : ∀ x, gap 1 x = |x + 1| := by
    intro x
    unfold gap
    rw [show 1 + 2 * 1 * x + x ^ 2 = (x + 1) ^ 2 by ring, Real.sqrt_sq_eq_abs]
  refine ⟨h, fun hd => not_differentiableAt_abs_zero ?_⟩
  -- shift the kink to the origin
  have hd' : DifferentiableAt ℝ (gap 1) ((fun y : ℝ => y - 1) 0) := by
    change DifferentiableAt ℝ (gap 1) ((0 : ℝ) - 1)
    rw [zero_sub]
    exact hd
  have hc : DifferentiableAt ℝ (gap 1 ∘ fun y : ℝ => y - 1) 0 :=
    hd'.comp (0 : ℝ) (differentiableAt_id.sub_const (1 : ℝ))
  have he : (gap 1 ∘ fun y : ℝ => y - 1) = (fun y : ℝ => |y|) := by
    funext y
    rw [Function.comp_apply, h, sub_add_cancel]
  rw [he] at hc
  exact hc

end

end BreitRabiClock
```

The first part is the perfect square together with `Real.sqrt_sq_eq_abs`. For the second, the proof shifts the argument by 1, so that a derivative of the gap at −1 would give a derivative of |y| at 0, which Mathlib rules out.

Physically, u = 1 means m = I + 1/2, the stretched state. The kink is the crossing of its straight energy line with that of the missing partner, so no real equal-m transition shows it.

```lean
#print axioms BreitRabiClock.breit_rabi_levels
-- 'BreitRabiClock.breit_rabi_levels' depends on axioms: [propext, Classical.choice, Quot.sound]
#print axioms BreitRabiClock.clock_transition
-- 'BreitRabiClock.clock_transition' depends on axioms: [propext, Classical.choice, Quot.sound]
#print axioms BreitRabiClock.clock_shift_le
-- 'BreitRabiClock.clock_shift_le' depends on axioms: [propext, Classical.choice, Quot.sound]
#print axioms BreitRabiClock.gap_one_kink
-- 'BreitRabiClock.gap_one_kink' depends on axioms: [propext, Classical.choice, Quot.sound]
```
